# The momentum integral behind the Born asymmetry index of a screened core hole

Let \(k>0\) be the Fermi wavevector of a free-electron metal and \(s>0\) the wavevector of its static screening, in Hartree atomic units, so that a core hole acts on an electron through \(V(q)=-4\pi/(q^2+s^2)\) at momentum transfer \(q\). Photoemission creates such a hole suddenly, the electron–hole pairs it excites make the core line asymmetric, and the Born estimate of the asymmetry index rests on

\[
\int_0^{2k}\frac{q}{(q^2+s^2)^2}\,dq=\frac{2k^2}{s^2(s^2+4k^2)}.
\]

```lean
import Mathlib

open Real Filter Topology

namespace CoreHoleAsymmetry

noncomputable section

/-- Statically screened Coulomb potential of a core hole, as felt by an electron, at momentum
transfer `q` and screening wavevector `s` (Hartree atomic units; `q` and `s` not both zero). -/
def coreHole (s q : ℝ) : ℝ := -4 * π / (q ^ 2 + s ^ 2)

/-- Free-electron density of states per spin and volume at the Fermi level, for Fermi
wavevector `k` (Hartree atomic units). -/
def fermiDOS (k : ℝ) : ℝ := k / (2 * π ^ 2)

/-- Momentum transferred when an electron on the Fermi sphere of radius `k` is scattered
elastically by the angle `θ`. -/
def momentumTransfer (k θ : ℝ) : ℝ := 2 * k * sin (θ / 2)

/-- Born asymmetry index: twice (for spin) the squared density of states times the average of the
squared core-hole potential over the Fermi sphere, for `s ≠ 0`. -/
def bornIndex (k s : ℝ) : ℝ :=
  2 * fermiDOS k ^ 2 *
    (1 / 2 * ∫ θ in (0 : ℝ)..π, coreHole s (momentumTransfer k θ) ^ 2 * sin θ)

/-- Thomas-Fermi screening wavevector: its square is `4π` times the density of states of both
spins, for `k ≥ 0`. -/
def thomasFermi (k : ℝ) : ℝ := Real.sqrt (4 * π * (2 * fermiDOS k))

/-- The momentum integral up to an arbitrary cutoff `Q` converges and has a closed form, for a
nonzero screening wavevector `s`. -/
theorem integral_to_cutoff (Q : ℝ) {s : ℝ} (hs : s ≠ 0) :
    IntervalIntegrable (fun q : ℝ => q / (q ^ 2 + s ^ 2) ^ 2) MeasureTheory.volume 0 Q ∧
    ∫ q in (0 : ℝ)..Q, q / (q ^ 2 + s ^ 2) ^ 2 = Q ^ 2 / (2 * s ^ 2 * (s ^ 2 + Q ^ 2)) := by
  have hpos : ∀ q : ℝ, 0 < q ^ 2 + s ^ 2 := fun q => by positivity
  have hcont : Continuous (fun q : ℝ => q / (q ^ 2 + s ^ 2) ^ 2) :=
    Continuous.div (by fun_prop) (by fun_prop) (fun q => (pow_pos (hpos q) 2).ne')
  -- the antiderivative is `-1 / (2 (q² + s²))`
  have hderiv : ∀ q : ℝ, HasDerivAt (fun x : ℝ => -(1 / 2) * (x ^ 2 + s ^ 2)⁻¹)
      (q / (q ^ 2 + s ^ 2) ^ 2) q := by
    intro q
    have h1 : HasDerivAt (fun x : ℝ => x ^ 2 + s ^ 2) (2 * q) q := by
      simpa using (hasDerivAt_pow 2 q).add_const (s ^ 2)
    have h2 : HasDerivAt (fun x : ℝ => (x ^ 2 + s ^ 2)⁻¹)
        (-(2 * q) / (q ^ 2 + s ^ 2) ^ 2) q := h1.inv (hpos q).ne'
    exact (h2.const_mul (-(1 / 2))).congr_deriv (by ring)
  refine ⟨hcont.intervalIntegrable _ _, ?_⟩
  rw [intervalIntegral.integral_eq_sub_of_hasDerivAt (fun q _ => hderiv q)
    (hcont.intervalIntegrable _ _), eq_div_iff (by positivity)]
  have e1 : (Q ^ 2 + s ^ 2) * (Q ^ 2 + s ^ 2)⁻¹ = 1 := mul_inv_cancel₀ (hpos Q).ne'
  have e2 : s ^ 2 * (s ^ 2)⁻¹ = 1 := mul_inv_cancel₀ (pow_ne_zero 2 hs)
  linear_combination (-s ^ 2) * e1 + (s ^ 2 + Q ^ 2) * e2

/-- The momentum integral of the Born asymmetry index, from zero to the Fermi-sphere diameter
`2k`, converges and equals `2k² / (s² (s² + 4k²))` for a nonzero screening wavevector `s`. -/
theorem momentum_integral (k : ℝ) {s : ℝ} (hs : s ≠ 0) :
    IntervalIntegrable (fun q : ℝ => q / (q ^ 2 + s ^ 2) ^ 2) MeasureTheory.volume 0 (2 * k) ∧
    ∫ q in (0 : ℝ)..(2 * k), q / (q ^ 2 + s ^ 2) ^ 2
      = 2 * k ^ 2 / (s ^ 2 * (s ^ 2 + 4 * k ^ 2)) := by
  have h := integral_to_cutoff (2 * k) hs
  refine ⟨h.1, ?_⟩
  rw [h.2, div_eq_div_iff (by positivity) (by positivity)]
  ring

/-- `k²` times the integral over scattering angles with weight `sin θ` equals the integral over
momentum transfers from zero to `2k` with weight `q`, for any continuous function `f` of the
momentum transfer. -/
theorem angle_to_momentum (k : ℝ) {f : ℝ → ℝ} (hf : Continuous f) :
    k ^ 2 * ∫ θ in (0 : ℝ)..π, f (momentumTransfer k θ) * sin θ
      = ∫ q in (0 : ℝ)..(2 * k), q * f q := by
  have hd : ∀ θ : ℝ, HasDerivAt (momentumTransfer k) (k * cos (θ / 2)) θ := by
    intro θ
    have h := ((hasDerivAt_id' θ).div_const 2).sin.const_mul (2 * k)
    refine h.congr_deriv ?_
    show 2 * k * (cos (θ / 2) * (1 / 2)) = k * cos (θ / 2)
    ring
  have h := intervalIntegral.integral_comp_mul_deriv (a := 0) (b := π)
    (f := momentumTransfer k) (f' := fun θ => k * cos (θ / 2)) (g := fun q => q * f q)
    (fun θ _ => hd θ) (by fun_prop) (by fun_prop)
  have e0 : momentumTransfer k 0 = 0 := by simp [momentumTransfer]
  have e1 : momentumTransfer k π = 2 * k := by simp [momentumTransfer]
  rw [e0, e1] at h
  rw [← h, ← intervalIntegral.integral_const_mul]
  refine intervalIntegral.integral_congr (fun θ _ => ?_)
  -- pointwise this is `q dq = k² sin θ dθ`
  have hsin : sin θ = 2 * sin (θ / 2) * cos (θ / 2) := by
    rw [← Real.sin_two_mul]
    congr 1
    ring
  have hm : momentumTransfer k θ = 2 * k * sin (θ / 2) := rfl
  show k ^ 2 * (f (momentumTransfer k θ) * sin θ)
    = momentumTransfer k θ * f (momentumTransfer k θ) * (k * cos (θ / 2))
  generalize f (momentumTransfer k θ) = F
  rw [hsin, hm]
  ring

/-- Closed form of the Born asymmetry index `α` of a screened core hole:
`π² s² (s² + 4k²) α = 8k²` for a nonzero screening wavevector `s`. -/
theorem bornIndex_closed_form (k : ℝ) {s : ℝ} (hs : s ≠ 0) :
    π ^ 2 * (s ^ 2 * (s ^ 2 + 4 * k ^ 2)) * bornIndex k s = 8 * k ^ 2 := by
  have hV : Continuous (fun q : ℝ => coreHole s q ^ 2) := by
    unfold coreHole
    exact (Continuous.div (by fun_prop) (by fun_prop) (fun q => by positivity)).pow 2
  have h1 := angle_to_momentum k hV
  have h2 : ∫ q in (0 : ℝ)..(2 * k), q * coreHole s q ^ 2
      = 16 * π ^ 2 * ∫ q in (0 : ℝ)..(2 * k), q / (q ^ 2 + s ^ 2) ^ 2 := by
    rw [← intervalIntegral.integral_const_mul]
    refine intervalIntegral.integral_congr (fun q _ => ?_)
    show q * (-4 * π / (q ^ 2 + s ^ 2)) ^ 2 = 16 * π ^ 2 * (q / (q ^ 2 + s ^ 2) ^ 2)
    rw [div_pow]
    ring
  have h3 := (eq_div_iff (by positivity)).mp (momentum_integral k hs).2
  rw [h2] at h1
  unfold bornIndex fermiDOS
  generalize (∫ θ in (0 : ℝ)..π, coreHole s (momentumTransfer k θ) ^ 2 * sin θ) = I at h1 ⊢
  generalize (∫ q in (0 : ℝ)..(2 * k), q / (q ^ 2 + s ^ 2) ^ 2) = J at h1 h3
  generalize s ^ 2 * (s ^ 2 + 4 * k ^ 2) = D at h3 ⊢
  have hp : π ≠ 0 := Real.pi_ne_zero
  calc π ^ 2 * D * (2 * (k / (2 * π ^ 2)) ^ 2 * (1 / 2 * I))
      = D * (k ^ 2 * I) / (4 * π ^ 2) := by field_simp; ring
    _ = D * (16 * π ^ 2 * J) / (4 * π ^ 2) := by rw [h1]
    _ = 4 * (J * D) := by field_simp; ring
    _ = 8 * k ^ 2 := by rw [h3]; ring

/-- With Thomas-Fermi screening the Born asymmetry index is `1 / (2 (1 + π k))` for a positive
Fermi wavevector `k` in atomic units. -/
theorem bornIndex_thomasFermi {k : ℝ} (hk : 0 < k) :
    bornIndex k (thomasFermi k) = 1 / (2 * (1 + π * k)) := by
  have hp : 0 < π := Real.pi_pos
  have hs2 : thomasFermi k ^ 2 = 4 * k / π := by
    unfold thomasFermi fermiDOS
    rw [Real.sq_sqrt (by positivity)]
    field_simp
  have hs : thomasFermi k ≠ 0 := by
    intro h
    rw [h] at hs2
    have : 0 < 4 * k / π := by positivity
    linarith
  have h := bornIndex_closed_form k hs
  have e : π ^ 2 * (4 * k / π * (4 * k / π + 4 * k ^ 2)) = 16 * k ^ 2 * (1 + π * k) := by
    field_simp
    ring
  rw [hs2, e] at h
  rw [eq_div_iff (by positivity)]
  have hk2 : 8 * k ^ 2 ≠ 0 := by positivity
  apply mul_left_cancel₀ hk2
  linear_combination h

/-- With Thomas-Fermi screening the Born asymmetry index stays below one half for every positive
Fermi wavevector. -/
theorem bornIndex_thomasFermi_lt_half {k : ℝ} (hk : 0 < k) :
    bornIndex k (thomasFermi k) < 1 / 2 := by
  have h : 0 < π * k := mul_pos Real.pi_pos hk
  rw [bornIndex_thomasFermi hk, div_lt_div_iff₀ (by positivity) (by norm_num)]
  linarith

/-- With Thomas-Fermi screening the Born asymmetry index tends to one half as the Fermi
wavevector tends to zero from above. -/
theorem bornIndex_thomasFermi_dilute :
    Tendsto (fun k => bornIndex k (thomasFermi k)) (𝓝[>] 0) (𝓝 (1 / 2)) := by
  have c : ContinuousAt (fun k : ℝ => 1 / (2 * (1 + π * k))) 0 :=
    ContinuousAt.div (by fun_prop) (by fun_prop) (by simp)
  have h : Tendsto (fun k : ℝ => 1 / (2 * (1 + π * k))) (𝓝[>] 0) (𝓝 (1 / 2)) := by
    simpa using c.tendsto.mono_left nhdsWithin_le_nhds
  refine h.congr' ?_
  filter_upwards [self_mem_nhdsWithin] with k hk
  exact (bornIndex_thomasFermi hk).symm

/-- At a fixed positive Fermi wavevector the Born asymmetry index grows without bound as the
screening wavevector tends to zero from above. -/
theorem bornIndex_unscreened {k : ℝ} (hk : 0 < k) :
    Tendsto (fun s => bornIndex k s) (𝓝[>] 0) atTop := by
  have hp : 0 < π := Real.pi_pos
  have c : Continuous (fun s : ℝ => π ^ 2 * (s ^ 2 * (s ^ 2 + 4 * k ^ 2))) := by fun_prop
  have hg : Tendsto (fun s : ℝ => π ^ 2 * (s ^ 2 * (s ^ 2 + 4 * k ^ 2))) (𝓝[>] 0) (𝓝[>] 0) := by
    refine tendsto_nhdsWithin_iff.mpr ⟨?_, ?_⟩
    · simpa using (c.tendsto 0).mono_left nhdsWithin_le_nhds
    · filter_upwards [self_mem_nhdsWithin] with s hs
      have hs' : 0 < s := hs
      show 0 < π ^ 2 * (s ^ 2 * (s ^ 2 + 4 * k ^ 2))
      positivity
  have h8 : 0 < 8 * k ^ 2 := by positivity
  refine ((tendsto_inv_nhdsGT_zero.comp hg).const_mul_atTop h8).congr' ?_
  filter_upwards [self_mem_nhdsWithin] with s hs
  have hs' : 0 < s := hs
  have h := bornIndex_closed_form k hs'.ne'
  show 8 * k ^ 2 * (π ^ 2 * (s ^ 2 * (s ^ 2 + 4 * k ^ 2)))⁻¹ = bornIndex k s
  rw [← div_eq_mul_inv, div_eq_iff (by positivity)]
  linear_combination -h

end

end CoreHoleAsymmetry
```

```lean
#print axioms CoreHoleAsymmetry.bornIndex_closed_form
#print axioms CoreHoleAsymmetry.bornIndex_thomasFermi_lt_half
#print axioms CoreHoleAsymmetry.bornIndex_thomasFermi_dilute
#print axioms CoreHoleAsymmetry.bornIndex_unscreened
```

```
'CoreHoleAsymmetry.bornIndex_closed_form' depends on axioms: [propext, Classical.choice, Quot.sound]
'CoreHoleAsymmetry.bornIndex_thomasFermi_lt_half' depends on axioms: [propext, Classical.choice, Quot.sound]
'CoreHoleAsymmetry.bornIndex_thomasFermi_dilute' depends on axioms: [propext, Classical.choice, Quot.sound]
'CoreHoleAsymmetry.bornIndex_unscreened' depends on axioms: [propext, Classical.choice, Quot.sound]
```

## From scattering on the Fermi sphere to an index

The asymmetry index \(\alpha\) sets how slowly the line's tail falls off towards higher binding energy. In terms of the phase shifts \(\delta_l\) of electrons at the Fermi level it is \(2\sum_l(2l+1)(\delta_l/\pi)^2\), where the factor 2 counts spin. To first order in the potential, \(\delta_l=-\pi\rho V_l\), where \(\rho=k/(2\pi^2)\) is the density of states per spin and volume, and \(V_l=\frac12\int_0^\pi V(q_\theta)P_l(\cos\theta)\sin\theta\,d\theta\) is the \(l\)-th Legendre component of \(V\) on the Fermi sphere, with \(P_l\) the Legendre polynomial and \(q_\theta\) the momentum transfer at scattering angle \(\theta\). With this normalisation \(V(q_\theta)=\sum_l(2l+1)V_lP_l(\cos\theta)\), and the orthogonality of the Legendre polynomials turns \(\sum_l(2l+1)V_l^2\) into the angular average of \(V^2\):

\[
\alpha=2\rho^2\cdot\frac12\int_0^\pi V(q_\theta)^2\sin\theta\,d\theta,
\qquad q_\theta=2k\sin(\theta/2).
\]

This expression is the definition `bornIndex k s`. Its identification with the asymmetry of a measured line, through the phase-shift formula and the Born approximation, is the step from the model to a real metal that the hypotheses do not supply.

The other definitions translate directly: `coreHole s q` is \(V(q)\), `fermiDOS k` is \(\rho\), and `momentumTransfer k θ` is \(q_\theta\). The letters \(k\) and \(s\) stand for what textbooks often call \(k_F\) and \(k_{TF}\), except that \(s\) is a free parameter until `thomasFermi k` gives it the Thomas–Fermi value.

## What the theorems say

`momentum_integral` makes two claims for every real \(k\) and every real \(s\neq0\): the integrand is integrable between 0 and \(2k\), which is the `IntervalIntegrable` part, and the integral has the value above. The physical case is \(k,s>0\).

`bornIndex_closed_form` gives the index in product form,

\[
\pi^2s^2(s^2+4k^2)\,\alpha=8k^2 ,\qquad s\neq0 .
\]

For \(k>0\), the last four theorems evaluate \(\alpha\) with Thomas–Fermi screening, bound that value by \(1/2\), and give its limit as \(k\to0\) and the limit of \(\alpha\) as \(s\to0\) at fixed \(k\). In these, `𝓝[>] 0` means that the variable approaches zero from above, and `atTop` means growth without bound.

For core-level line shapes, the result gives an explicit estimate of how screening controls the asymmetry, within a model of free electrons, one static potential and lowest-order scattering. Lattice structure, exchange and correlation, and the dynamics of screening are absent.

## The integral and the change of variable

Since

\[
\frac{d}{dq}\left[-\frac{1}{2(q^2+s^2)}\right]=\frac{q}{(q^2+s^2)^2},
\]

the integral up to a cutoff \(Q\) is

\[
\frac{1}{2s^2}-\frac{1}{2(s^2+Q^2)}=\frac{Q^2}{2s^2(s^2+Q^2)} .
\]

This is `integral_to_cutoff`. There `hderiv` checks the antiderivative, continuity of the integrand gives integrability, and the fundamental theorem of calculus gives the difference of end values. Setting \(Q=2k\) yields `momentum_integral`.

The weight \(q\) comes from the angular average. From \(q=2k\sin(\theta/2)\) follows \(dq=k\cos(\theta/2)\,d\theta\), hence

\[
q\,dq=2k^2\sin(\theta/2)\cos(\theta/2)\,d\theta=k^2\sin\theta\,d\theta .
\]

As \(\theta\) runs from 0 to \(\pi\), \(q\) runs from 0 to \(2k\). Thus, for any continuous \(f\),

\[
k^2\int_0^\pi f(q_\theta)\sin\theta\,d\theta=\int_0^{2k}q\,f(q)\,dq .
\]

`angle_to_momentum` proves this with Mathlib's substitution rule, and its `hsin` is the double-angle formula.

Now take \(f=V^2=16\pi^2/(q^2+s^2)^2\). Write \(I\) for the angular integral and \(J\) for the momentum integral, so that \(k^2I=16\pi^2J\). Then

\[
\alpha=2\,\frac{k^2}{4\pi^4}\,\frac{I}{2}=\frac{k^2I}{4\pi^4}=\frac{4J}{\pi^2}
=\frac{8k^2}{\pi^2s^2(s^2+4k^2)} .
\]

The `calc` block in `bornIndex_closed_form` carries out this computation with \(D=s^2(s^2+4k^2)\) multiplied through.

## Thomas–Fermi screening and the dilute limit

Thomas–Fermi screening takes \(s^2\) to be \(4\pi\) times the density of states of both spins, which is the long-wavelength static response of electrons without exchange and correlation, and uses this value at every momentum transfer up to \(2k\). So \(s^2=4\pi\cdot2\rho=4k/\pi\), and

\[
s^2(s^2+4k^2)=\frac{16k^2}{\pi^2}(1+\pi k),\qquad
\alpha=\frac{1}{2(1+\pi k)} .
\]

In `bornIndex_thomasFermi`, `hs2` is the value of \(s^2\), and the common factor \(8k^2\) is cancelled at the end. Because \(\pi k>0\), the index is below \(1/2\). The explicit formula is continuous at \(k=0\), which gives the limit \(1/2\) as \(k\to0^+\).

The limit can be understood directly. For small \(k\), \(2k\) is much smaller than \(s\), so \(V\approx-4\pi/s^2=-\pi^2/k\) over the whole Fermi sphere. Then \(\rho V\approx-1/2\) and \(\alpha\approx2\cdot\tfrac14\). The corresponding phase shift, \(\pi/2\), is not small, so this is a limit of the Born formula and no reliable prediction for a dilute metal.

## The bare Coulomb hole

Take \(k=1\) and \(s=0\). The integrand becomes \(1/q^3\), and

\[
\int_\varepsilon^2\frac{dq}{q^3}=\frac{1}{2\varepsilon^2}-\frac18\to\infty
\qquad(\varepsilon\to0^+),
\]

so integrability fails. The product identity fails too, since it would read \(0=8\). Neither statement therefore extends to all real \(s\). The equation for the integral alone would not reveal this, because Lean assigns the value 0 to both of its sides here.

`bornIndex_unscreened` describes the approach to this case at fixed \(k>0\). The factor \(\pi^2s^2(s^2+4k^2)\) tends to zero through positive values, so its inverse, multiplied by \(8k^2\), grows without bound. For small \(s\) the index behaves as \(2/(\pi^2s^2)\).
